# Edge modes of the Kitaev chain with $0<\Delta<t$ and $\mu^2<4(t^2-\Delta^2)$ have a decay length independent of the chemical potential

The Kitaev chain describes spinless fermions $c_j$ on a line, with hopping $t$, nearest-neighbour pairing $\Delta$ and chemical potential $\mu$, all real:
$$H=\sum_j\left[-\mu\left(c_j^\dagger c_j-\tfrac12\right)-t\left(c_j^\dagger c_{j+1}+\text{h.c.}\right)+\Delta\left(c_jc_{j+1}+\text{h.c.}\right)\right].$$
Each fermion splits into two Majorana operators. A zero mode built from one of the two species, with real amplitudes $a_n$ on the sites $n=0,1,2,\dots$, obeys
$$(t+\Delta)a_{n+2}+\mu a_{n+1}+(t-\Delta)a_n=0 .$$
For the other species $t+\Delta$ and $t-\Delta$ change places, as they do when $\Delta$ changes sign. The Lean file takes this recursion as its starting point and does not derive it from $H$. Below, $A=t+\Delta$ and $B=t-\Delta$, so that $AB=t^2-\Delta^2$.

```lean
import Mathlib

noncomputable section

namespace MajoranaEdgeOscillation
```

The file loads the library Mathlib and opens a namespace, which prefixes the names that follow.

```lean
/-- The characteristic polynomial of the zero-mode equation of the Kitaev chain with hopping `t`,
pairing `Δ` and chemical potential `μ`. -/
def edgePoly (t Δ μ : ℝ) (z : ℂ) : ℂ :=
  ((t + Δ : ℝ) : ℂ) * z ^ 2 + (μ : ℂ) * z + ((t - Δ : ℝ) : ℂ)
```

Inserting $a_n=z^n$ into the recursion gives $Az^2+\mu z+B=0$. `edgePoly` is the left-hand side: the parameters are real numbers (`ℝ`), and $z$ is complex (`ℂ`).

```lean
/-- The factor `√((t - Δ)/(t + Δ))`, built from hopping and pairing alone. -/
def envelope (t Δ : ℝ) : ℝ := Real.sqrt ((t - Δ) / (t + Δ))
```

This is $r=\sqrt{B/A}$, the factor by which the envelope changes from one site to the next. Its definition does not contain $\mu$.

```lean
/-- The decay length, in lattice spacings, of an amplitude proportional to `z ^ n`. -/
def decayLength (z : ℂ) : ℝ := -1 / Real.log ‖z‖
```

Writing $|z|^n=e^{-n/\xi}$ gives $\xi=-1/\ln|z|$, in lattice spacings. This is the length for the amplitude; the weight $|a_n|^2$ falls off over half of it.

```lean
/-- Real Majorana amplitudes `a n` on a half-infinite chain that solve the zero-energy equation
at the end site and at every further site. -/
def IsEdgeMode (t Δ μ : ℝ) (a : ℕ → ℝ) : Prop :=
  (t + Δ) * a 1 + μ * a 0 = 0 ∧
    ∀ n, (t + Δ) * a (n + 2) + μ * a (n + 1) + (t - Δ) * a n = 0
```

A sequence `a : ℕ → ℝ` is an edge mode if it satisfies the recursion at every $n$ and the end-site equation $Aa_1+\mu a_0=0$, where the left neighbour is missing. The definition does not ask for decay or normalisability.

```lean
/-- The phase `θ` advanced per site, with `cos θ = -μ / (2 √(t² - Δ²))` in the oscillating
regime. -/
def wavenumber (t Δ μ : ℝ) : ℝ := Real.arccos (-μ / (2 * Real.sqrt (t ^ 2 - Δ ^ 2)))
```

The phase per site is $\theta=\arccos\left(-\mu/(2\sqrt{AB})\right)$. The oscillating regime means $|\Delta|<t$ and $\mu^2<4AB$; as shown below, the roots of the characteristic polynomial are then non-real.

```lean
/-- The oscillating profile `rⁿ sin((n+1)θ) / sin θ`, where `r` is the envelope factor. -/
def edgeProfile (t Δ μ : ℝ) (n : ℕ) : ℝ :=
  envelope t Δ ^ n * Real.sin (((n : ℝ) + 1) * wavenumber t Δ μ) / Real.sin (wavenumber t Δ μ)
```

The candidate solution is $r^n\sin((n+1)\theta)/\sin\theta$. It is scaled to have amplitude 1 at the end site, not to have unit norm.

## Roots of the characteristic polynomial

```lean
/-- The root equation split into its real and imaginary parts. -/
theorem root_iff (t Δ μ : ℝ) (z : ℂ) : edgePoly t Δ μ z = 0 ↔
    (t + Δ) * (z.re ^ 2 - z.im ^ 2) + μ * z.re + (t - Δ) = 0 ∧
      (2 * (t + Δ) * z.re + μ) * z.im = 0 := by
  have hre : (edgePoly t Δ μ z).re =
      (t + Δ) * (z.re ^ 2 - z.im ^ 2) + μ * z.re + (t - Δ) := by
    simp only [edgePoly, pow_two, Complex.add_re, Complex.mul_re, Complex.mul_im,
      Complex.ofReal_re, Complex.ofReal_im]
    ring
  have him : (edgePoly t Δ μ z).im = (2 * (t + Δ) * z.re + μ) * z.im := by
    simp only [edgePoly, pow_two, Complex.add_im, Complex.mul_re, Complex.mul_im,
      Complex.ofReal_re, Complex.ofReal_im]
    ring
  rw [Complex.ext_iff, hre, him, Complex.zero_re, Complex.zero_im]
```

With $z=x+iy$, the root equation is equivalent to the pair
$$A(x^2-y^2)+\mu x+B=0,\qquad (2Ax+\mu)\,y=0 .$$
In Lean, $x$ and $y$ are `z.re` and `z.im`. The proof computes both parts of the polynomial and uses the fact that a complex number vanishes when both of its parts do.

```lean
/-- For `|Δ| < t`, a complex number has modulus `√((t - Δ)/(t + Δ))` exactly when `(t + Δ)|z|² = t -
Δ`. -/
theorem norm_eq_envelope_iff {t Δ : ℝ} (h : |Δ| < t) (z : ℂ) :
    ‖z‖ = envelope t Δ ↔ (t + Δ) * (z.re ^ 2 + z.im ^ 2) = t - Δ := by
  obtain ⟨h1, h2⟩ := abs_lt.mp h
  have hA : 0 < t + Δ := by linarith
  have hB : 0 < t - Δ := by linarith
  unfold envelope
  constructor
  · intro hz
    have hq : ‖z‖ ^ 2 = (t - Δ) / (t + Δ) := by
      rw [hz, Real.sq_sqrt (div_pos hB hA).le]
    rw [Complex.sq_norm, Complex.normSq_apply, eq_div_iff hA.ne'] at hq
    linear_combination hq
  · intro hz
    have hq : (t - Δ) / (t + Δ) = ‖z‖ ^ 2 := by
      rw [Complex.sq_norm, Complex.normSq_apply, div_eq_iff hA.ne']
      linear_combination -hz
    rw [hq, Real.sqrt_sq (norm_nonneg z)]
```

The hypothesis `|Δ| < t` makes $A$ and $B$ positive. Then $|z|=r$ is equivalent to $A(x^2+y^2)=B$: square in one direction, take the non-negative root in the other. The tactic `linear_combination`, which recurs from here on, proves an equation by checking that it is a stated combination of known equations.

```lean
/-- For `|Δ| < t`, a root has the `μ`-independent modulus `√((t - Δ)/(t + Δ))` if and only if `μ² ≤
4(t² - Δ²)`. -/
theorem norm_root_iff {t Δ μ : ℝ} (h : |Δ| < t) {z : ℂ} (hz : edgePoly t Δ μ z = 0) :
    ‖z‖ = envelope t Δ ↔ μ ^ 2 ≤ 4 * (t ^ 2 - Δ ^ 2) := by
  have hB : 0 < t - Δ := by linarith [(abs_lt.mp h).2]
  obtain ⟨hre, him⟩ := (root_iff t Δ μ z).1 hz
  rw [norm_eq_envelope_iff h]
  constructor
  · intro hn
    rcases mul_eq_zero.1 him with hv | hy
    · have e : 4 * (t ^ 2 - Δ ^ 2) - μ ^ 2 = (2 * (t + Δ) * z.im) ^ 2 := by
        linear_combination -4 * (t + Δ) * hn + (2 * (t + Δ) * z.re - μ) * hv
      linarith [sq_nonneg (2 * (t + Δ) * z.im)]
    · -- a real root of this modulus forces the discriminant to vanish
      rw [hy] at hre hn
      have e : (t - Δ) * (μ ^ 2 - 4 * (t ^ 2 - Δ ^ 2)) = 0 := by
        linear_combination -μ ^ 2 * hn + (t + Δ) * (μ * z.re - 2 * (t - Δ)) * (hre - hn)
      linarith [(mul_eq_zero.1 e).resolve_left hB.ne']
  · intro hμ
    have hv : 2 * (t + Δ) * z.re + μ = 0 := by
      rcases mul_eq_zero.1 him with hv | hy
      · exact hv
      · rw [hy] at hre
        have e : (2 * (t + Δ) * z.re + μ) ^ 2 = μ ^ 2 - 4 * (t ^ 2 - Δ ^ 2) := by
          linear_combination 4 * (t + Δ) * hre
        exact (pow_eq_zero_iff two_ne_zero).1 (le_antisymm (by linarith) (sq_nonneg _))
    linear_combination -hre + z.re * hv
```

For a root $z$, the theorem says that $|z|=r$ exactly when $\mu^2\le 4AB$.

Suppose first that $|z|=r$, so $A(x^2+y^2)=B$. The second equation of the pair leaves two cases.

- If $2Ax+\mu=0$, then $4AB-\mu^2=4A^2(x^2+y^2)-4A^2x^2=(2Ay)^2\ge0$.
- If $y=0$, then $Ax^2=B$, and the root equation gives $\mu x=-2B$. Squaring and multiplying by $A$ gives $\mu^2B=4AB^2$, hence $\mu^2=4AB$.

Conversely, let $\mu^2\le4AB$. If $y=0$, completing the square gives $(2Ax+\mu)^2=\mu^2-4AB\le0$, so $2Ax+\mu=0$. If $y\neq0$, the same equation holds at once. Substituting $\mu=-2Ax$ into the real part yields $A(x^2+y^2)=B$.

In the code, `rcases` makes the case distinction, and the equations named `e` are the identities for the discriminant.

```lean
/-- For `|Δ| < t`, non-real roots exist if and only if `μ² < 4(t² - Δ²)`, and then every root is
non-real and has modulus `√((t - Δ)/(t + Δ))`. -/
theorem oscillating_iff {t Δ μ : ℝ} (h : |Δ| < t) :
    ((∃ z, edgePoly t Δ μ z = 0 ∧ z.im ≠ 0) ↔ μ ^ 2 < 4 * (t ^ 2 - Δ ^ 2)) ∧
      (μ ^ 2 < 4 * (t ^ 2 - Δ ^ 2) →
        ∀ z, edgePoly t Δ μ z = 0 → z.im ≠ 0 ∧ ‖z‖ = envelope t Δ) := by
  have hA : 0 < t + Δ := by linarith [(abs_lt.mp h).1]
  have hA' : t + Δ ≠ 0 := hA.ne'
  refine ⟨⟨?_, ?_⟩, ?_⟩
  · rintro ⟨z, hz, hy⟩
    obtain ⟨hre, him⟩ := (root_iff t Δ μ z).1 hz
    have hv := (mul_eq_zero.1 him).resolve_right hy
    have e : 4 * (t ^ 2 - Δ ^ 2) - μ ^ 2 = (2 * (t + Δ) * z.im) ^ 2 := by
      linear_combination 4 * (t + Δ) * hre - (2 * (t + Δ) * z.re + μ) * hv
    have hne : 2 * (t + Δ) * z.im ≠ 0 := mul_ne_zero (mul_ne_zero two_ne_zero hA') hy
    have hpos := lt_of_le_of_ne (sq_nonneg (2 * (t + Δ) * z.im)) (pow_ne_zero 2 hne).symm
    linarith
  · -- the quadratic formula supplies a root
    intro hμ
    have hD : 0 < 4 * (t ^ 2 - Δ ^ 2) - μ ^ 2 := by linarith
    have hs := Real.sq_sqrt hD.le
    refine ⟨⟨-μ / (2 * (t + Δ)),
      Real.sqrt (4 * (t ^ 2 - Δ ^ 2) - μ ^ 2) / (2 * (t + Δ))⟩, ?_, ?_⟩
    · rw [root_iff]
      dsimp only
      constructor
      · rw [div_pow, div_pow, hs]
        field_simp
        ring
      · have hx : 2 * (t + Δ) * (-μ / (2 * (t + Δ))) + μ = 0 := by
          field_simp
          ring
        rw [hx, zero_mul]
    · exact div_ne_zero (Real.sqrt_pos.2 hD).ne' (mul_ne_zero two_ne_zero hA')
  · intro hμ z hz
    refine ⟨fun hy => ?_, (norm_root_iff h hz).2 hμ.le⟩
    have hre := ((root_iff t Δ μ z).1 hz).1
    rw [hy] at hre
    have e : (2 * (t + Δ) * z.re + μ) ^ 2 = μ ^ 2 - 4 * (t ^ 2 - Δ ^ 2) := by
      linear_combination 4 * (t + Δ) * hre
    linarith [sq_nonneg (2 * (t + Δ) * z.re + μ)]
```

This theorem has two parts: a non-real root exists if and only if $\mu^2<4(t^2-\Delta^2)$, and under that inequality every root is non-real with modulus $r$.

Let $z$ be a non-real root. Since $y\ne0$, we have $2Ax=-\mu$. Multiplying the real part by $4A$ and substituting gives
$$4AB-\mu^2=(2Ay)^2>0 .$$
In the other direction, the quadratic formula supplies the root
$$z=\frac{-\mu+i\sqrt{4AB-\mu^2}}{2A},$$
which Lean receives as a pair of real and imaginary parts and checks with `root_iff`. Finally, a real root would make the square $(2Ax+\mu)^2$ equal to the negative number $\mu^2-4AB$, so there is none. The modulus comes from `norm_root_iff`.

```lean
/-- For `0 < Δ < t` and `μ² ≤ 4(t² - Δ²)`, the decay length of every root is positive and equals
`2 / ln((t + Δ)/(t - Δ))`. -/
theorem decayLength_eq {t Δ μ : ℝ} (hΔ : 0 < Δ) (ht : Δ < t)
    (hμ : μ ^ 2 ≤ 4 * (t ^ 2 - Δ ^ 2)) {z : ℂ} (hz : edgePoly t Δ μ z = 0) :
    0 < decayLength z ∧ decayLength z = 2 / Real.log ((t + Δ) / (t - Δ)) := by
  have hA : 0 < t + Δ := by linarith
  have hB : 0 < t - Δ := by linarith
  have hL : 0 < Real.log ((t + Δ) / (t - Δ)) :=
    Real.log_pos ((one_lt_div hB).2 (by linarith))
  have hn := (norm_root_iff (abs_lt.mpr ⟨by linarith, ht⟩) hz).2 hμ
  have e : decayLength z = 2 / Real.log ((t + Δ) / (t - Δ)) := by
    rw [decayLength, hn, envelope, Real.log_sqrt (div_pos hB hA).le,
      ← inv_div (t + Δ) (t - Δ), Real.log_inv]
    field_simp
  exact ⟨e ▸ div_pos two_pos hL, e⟩
```

Here the hypotheses narrow to $0<\Delta<t$, which gives $r<1$ and therefore genuine decay. From $|z|=r$,
$$\ln|z|=\tfrac12\ln\frac BA=-\tfrac12\ln\frac AB,\qquad \xi=\frac{2}{\ln\frac{t+\Delta}{t-\Delta}}>0 .$$
The chemical potential enters only through the condition $\mu^2\le4(t^2-\Delta^2)$. The proof follows the same steps, with `Real.log_sqrt` supplying the factor $\tfrac12$ and `Real.log_inv` the sign.

## The oscillating profile

```lean
/-- In the oscillating regime `sin θ > 0`, and the phase per site obeys
`2(t + Δ) r cos θ = -μ` with `r` the envelope factor. -/
theorem wavenumber_spec {t Δ μ : ℝ} (h : |Δ| < t) (hμ : μ ^ 2 < 4 * (t ^ 2 - Δ ^ 2)) :
    0 < Real.sin (wavenumber t Δ μ) ∧
      2 * (t + Δ) * envelope t Δ * Real.cos (wavenumber t Δ μ) = -μ := by
  have hA : 0 < t + Δ := by linarith [(abs_lt.mp h).1]
  have hB : 0 < t - Δ := by linarith [(abs_lt.mp h).2]
  have hD : 0 < t ^ 2 - Δ ^ 2 := by nlinarith [mul_pos hA hB]
  have hr : (t + Δ) * envelope t Δ ^ 2 = t - Δ := by
    rw [envelope, Real.sq_sqrt (div_pos hB hA).le, mul_comm, div_mul_cancel₀ _ hA.ne']
  have hs : Real.sqrt (t ^ 2 - Δ ^ 2) = (t + Δ) * envelope t Δ := by
    rw [show t ^ 2 - Δ ^ 2 = ((t + Δ) * envelope t Δ) ^ 2 by
      linear_combination -(t + Δ) * hr]
    exact Real.sqrt_sq (mul_nonneg hA.le (Real.sqrt_nonneg _))
  have hp := Real.sqrt_pos.2 hD
  have hq := Real.sq_sqrt hD.le
  obtain ⟨b1, b2⟩ := abs_lt_of_sq_lt_sq' (a := μ) (b := 2 * Real.sqrt (t ^ 2 - Δ ^ 2))
    (by rw [mul_pow, hq]; linarith) (by linarith)
  have c1 : -1 < -μ / (2 * Real.sqrt (t ^ 2 - Δ ^ 2)) := by
    rw [lt_div_iff₀ (by linarith)]; linarith
  have c2 : -μ / (2 * Real.sqrt (t ^ 2 - Δ ^ 2)) < 1 := by
    rw [div_lt_iff₀ (by linarith)]; linarith
  constructor
  · rw [wavenumber, Real.sin_arccos]
    exact Real.sqrt_pos.2 (by nlinarith)
  · have hne : 2 * Real.sqrt (t ^ 2 - Δ ^ 2) ≠ 0 := mul_ne_zero two_ne_zero hp.ne'
    have e : 2 * (t + Δ) * envelope t Δ = 2 * Real.sqrt (t ^ 2 - Δ ^ 2) := by
      linear_combination -2 * hs
    rw [wavenumber, Real.cos_arccos c1.le c2.le, e, mul_comm, div_mul_cancel₀ _ hne]
```

Since $Ar^2=B$, we have $Ar=\sqrt{AB}$. For $\mu^2<4AB$ the argument of the arccosine lies strictly between $-1$ and $1$; these are the bounds `c1` and `c2`. Hence $\cos\theta=-\mu/(2\sqrt{AB})$, which is the same as $2Ar\cos\theta=-\mu$, and $\sin\theta=\sqrt{1-\cos^2\theta}>0$. In these terms the two roots are $re^{\pm i\theta}$.

```lean
/-- In the oscillating regime the profile `rⁿ sin((n+1)θ) / sin θ` solves the zero-energy
equations of the half-infinite chain. -/
theorem edgeProfile_isEdgeMode {t Δ μ : ℝ} (h : |Δ| < t)
    (hμ : μ ^ 2 < 4 * (t ^ 2 - Δ ^ 2)) : IsEdgeMode t Δ μ (edgeProfile t Δ μ) := by
  have hA : 0 < t + Δ := by linarith [(abs_lt.mp h).1]
  have hB : 0 < t - Δ := by linarith [(abs_lt.mp h).2]
  have hr : (t + Δ) * envelope t Δ ^ 2 = t - Δ := by
    rw [envelope, Real.sq_sqrt (div_pos hB hA).le, mul_comm, div_mul_cancel₀ _ hA.ne']
  have hc := (wavenumber_spec h hμ).2
  unfold IsEdgeMode edgeProfile
  generalize wavenumber t Δ μ = θ at *
  constructor
  · rw [show ((1 : ℕ) : ℝ) + 1 = 2 by norm_num, Real.sin_two_mul,
      show (((0 : ℕ) : ℝ) + 1) * θ = θ by simp]
    linear_combination (Real.sin θ / Real.sin θ) * hc
  · -- neighbouring sites are related by the addition formulas
    intro n
    rw [show (((n + 2 : ℕ) : ℝ) + 1) * θ = ((n : ℝ) + 2) * θ + θ by push_cast; ring,
      show (((n + 1 : ℕ) : ℝ) + 1) * θ = ((n : ℝ) + 2) * θ by push_cast; ring,
      show ((n : ℝ) + 1) * θ = ((n : ℝ) + 2) * θ - θ by ring, Real.sin_add, Real.sin_sub]
    generalize ((n : ℝ) + 2) * θ = φ
    linear_combination
      (envelope t Δ ^ n / Real.sin θ * (envelope t Δ * Real.sin φ)) * hc +
      (envelope t Δ ^ n / Real.sin θ *
        (Real.cos φ * Real.sin θ - Real.sin φ * Real.cos θ)) * hr
```

The profile satisfies both conditions of `IsEdgeMode`. At the end site,
$$Ar\,\frac{\sin2\theta}{\sin\theta}+\mu=2Ar\cos\theta+\mu=0 .$$
In the bulk, set $\varphi=(n+2)\theta$ and take out the common factor $r^n/\sin\theta$. What remains is
$$Ar^2\sin(\varphi+\theta)+\mu r\sin\varphi+B\sin(\varphi-\theta).$$
Replacing $B$ by $Ar^2$ and adding the two outer sines gives $r\sin\varphi\,(2Ar\cos\theta+\mu)=0$. The `rw` steps bring the three angles into the form $\varphi+\theta$, $\varphi$, $\varphi-\theta$ and expand the sines. The closing `linear_combination` uses `hc`, which is $2Ar\cos\theta=-\mu$, and `hr`, which is $Ar^2=B$.

```lean
/-- In the oscillating regime the sequences satisfying `IsEdgeMode` are exactly the real multiples
of `rⁿ sin((n+1)θ) / sin θ`. -/
theorem isEdgeMode_iff {t Δ μ : ℝ} (h : |Δ| < t) (hμ : μ ^ 2 < 4 * (t ^ 2 - Δ ^ 2))
    (a : ℕ → ℝ) : IsEdgeMode t Δ μ a ↔ ∀ n, a n = a 0 * edgeProfile t Δ μ n := by
  have hA : 0 < t + Δ := by linarith [(abs_lt.mp h).1]
  have hs := (wavenumber_spec h hμ).1
  obtain ⟨p0, p1⟩ := edgeProfile_isEdgeMode h hμ
  have hone : edgeProfile t Δ μ 0 = 1 := by simp [edgeProfile, hs.ne']
  constructor
  · rintro ⟨a0, a1⟩
    -- two neighbouring amplitudes determine the next one
    have key : ∀ n, a n = a 0 * edgeProfile t Δ μ n ∧
        a (n + 1) = a 0 * edgeProfile t Δ μ (n + 1) := by
      intro n
      induction n with
      | zero =>
        refine ⟨by rw [hone, mul_one], ?_⟩
        show a 1 = a 0 * edgeProfile t Δ μ 1
        rw [hone] at p0
        apply mul_left_cancel₀ hA.ne'
        linear_combination a0 - a 0 * p0
      | succ n ih =>
        refine ⟨ih.2, ?_⟩
        show a (n + 2) = a 0 * edgeProfile t Δ μ (n + 2)
        apply mul_left_cancel₀ hA.ne'
        linear_combination a1 n - a 0 * p1 n - μ * ih.2 - (t - Δ) * ih.1
    exact fun n => (key n).1
  · intro ha
    refine ⟨?_, fun n => ?_⟩
    · linear_combination (t + Δ) * ha 1 + μ * ha 0 + a 0 * p0
    · linear_combination (t + Δ) * ha (n + 2) + μ * ha (n + 1) + (t - Δ) * ha n + a 0 * p1 n

end MajoranaEdgeOscillation
```

In the oscillating regime a sequence is an edge mode if and only if $a_n=a_0\,r^n\sin((n+1)\theta)/\sin\theta$ for all $n$. The solution space is thus one-dimensional, with $a_0$ as the free amplitude.

For uniqueness, the profile equals 1 at $n=0$, so both sides agree there. The end-site equation fixes $a_1$ because $A\neq0$, and the recursion fixes $a_{n+2}$ from $a_n$ and $a_{n+1}$. The induction `key` therefore carries the agreement at two neighbouring sites at once. Conversely, a multiple of a solution is a solution, because the equations are linear.

The theorem holds for all $|\Delta|<t$, but whether the solution for this Majorana species is bound to this end depends on the sign of $\Delta$. For $\Delta>0$, the bound $|\sin|\le1$ gives $|a_n|\le|a_0|\,r^n/\sin\theta$, a mode localised at the end; this estimate is a remark added here and not one of the theorems. For $\Delta=0$ the envelope is constant, and for $\Delta<0$ it grows into the chain, so the solution is not a bound state at this end; for $\Delta<0$ it is the other species that has the bound mode here.

The simplest case is $\mu=0$. Then $\theta=\pi/2$ and the amplitudes are $1,0,-r^2,0,r^4,\dots$: every second site is empty. Changing $\mu$ within the oscillating regime moves the zeros of the sine but leaves $r$ as it is.

For a uniform, non-interacting, half-infinite chain with $0<\Delta<t$ in the oscillating regime, the formula gives an exact profile against which the near-zero-energy mode from a Bogoliubov–de Gennes calculation on a long chain can be compared near one end. Disorder, interactions and the coupling between the two ends of a finite chain are not part of the model.

```lean
#print axioms MajoranaEdgeOscillation.oscillating_iff
#print axioms MajoranaEdgeOscillation.decayLength_eq
#print axioms MajoranaEdgeOscillation.isEdgeMode_iff
```

```
'MajoranaEdgeOscillation.oscillating_iff' depends on axioms: [propext, Classical.choice, Quot.sound]
'MajoranaEdgeOscillation.decayLength_eq' depends on axioms: [propext, Classical.choice, Quot.sound]
'MajoranaEdgeOscillation.isEdgeMode_iff' depends on axioms: [propext, Classical.choice, Quot.sound]
```
